# Successive rotations of a two-level system about the x axis add their angles

For a real parameter θ, `rot θ` is the 2 × 2 complex matrix cos θ − i sin θ σₓ, which rotates a two-level system about the x axis, by 2θ on the Bloch sphere. The theorem `rot_add` states that the product of the matrices for any real a and b is the matrix for a + b. The proof compares the two sides entry by entry, using `simp` to expand the matrix product and the sine and cosine of the sum. Each remaining identity is then to be closed either by `ring` or by a `linear_combination` that uses i² = −1.

An attempt in Lean 4 with a fault in it:

```lean
import Mathlib

open Matrix
open Complex (I normSq)

namespace FrozenHamiltonianStep

noncomputable section

/-- The matrix `cos θ - i sin θ σₓ`. -/
def rot (θ : ℝ) : Matrix (Fin 2) (Fin 2) ℂ :=
  !![(Real.cos θ : ℂ), -I * (Real.sin θ : ℂ); -I * (Real.sin θ : ℂ), (Real.cos θ : ℂ)]

/-- Successive rotations about `σₓ` add their angles. -/
theorem rot_add (a b : ℝ) : rot a * rot b = rot (a + b) := by
  ext i j
  fin_cases i <;> fin_cases j <;>
    simp [rot, Matrix.mul_apply, Fin.sum_univ_succ, Complex.cos_add, Complex.sin_add] <;>
    first
      | ring
      | linear_combination (Complex.sin a * Complex.sin b) * Complex.I_sq

end

end FrozenHamiltonianStep
```

The compiler's answer:

```
Try this:
  [apply] ring_nf
  
  The `ring` tactic failed to close the goal. Use `ring_nf` to obtain a normal form.
    
  Note that `ring` works primarily in *commutative* rings. If you have a noncommutative ring, abelian group or module, consider using `noncomm_ring`, `abel` or `module` instead.
Try this:
  [apply] ring_nf
  
  The `ring` tactic failed to close the goal. Use `ring_nf` to obtain a normal form.
    
  Note that `ring` works primarily in *commutative* rings. If you have a noncommutative ring, abelian group or module, consider using `noncomm_ring`, `abel` or `module` instead.
Main.lean:15:59: error: unsolved goals
case «0».«0»
a b : ℝ
⊢ Complex.cos ↑a * Complex.cos ↑b + I ^ 2 * Complex.sin ↑a * Complex.sin ↑b =
    Complex.cos ↑a * Complex.cos ↑b - Complex.sin ↑a * Complex.sin ↑b

case «1».«1»
a b : ℝ
⊢ I ^ 2 * Complex.sin ↑a * Complex.sin ↑b + Complex.cos ↑a * Complex.cos ↑b =
    -(Complex.sin ↑a * Complex.sin ↑b) + Complex.cos ↑a * Complex.cos ↑b
```

This version goes through:

```diff
@@ -18,5 +18,5 @@
     simp [rot, Matrix.mul_apply, Fin.sum_univ_succ, Complex.cos_add, Complex.sin_add] <;>
     first
-      | ring
+      | ring1
       | linear_combination (Complex.sin a * Complex.sin b) * Complex.I_sq
 
```

Cause. The two "Try this" messages say that `ring` failed to close a goal and that `ring_nf` could be used to obtain a normal form. The error shows the two goals left over, which are the diagonal entries. Each still contains `I ^ 2` on the left and would hold if that were replaced by −1, but `ring` does not know this fact about `I`.

The `linear_combination` line supplies it through `Complex.I_sq`, but was never reached for these goals. When `ring` cannot close a goal, it falls back to `ring_nf`, which here rewrote the goal without failing. `first` moves on only when an alternative fails, so it accepted this result and left the goals open.

The diff replaces `ring` with `ring1`, which either closes the goal or fails. On the diagonal entries it fails, so `first` goes on to `linear_combination`, which closes them.
